# Real symmetric matrices with zero diagonal are indefinite unless they vanish: the case of point charges without self-interaction

Place two point charges $q_0$ and $q_1$ at a distance $R>0$ and count only their mutual interaction. In atomic units the interaction matrix and its quadratic form are

$$
C=\begin{pmatrix}0&1/R\\1/R&0\end{pmatrix},\qquad q^{T}Cq=\frac{2q_0q_1}{R}.
$$

Like charges make the form positive and opposite charges make it negative. No diagonal term $q_0^2$ or $q_1^2$ is present to outweigh the cross term. The same mechanism works in every nonzero real symmetric matrix with zero diagonal, because two suitably charged sites are enough to produce both signs.

Integral screening in electronic structure can use Schwarz estimates, which bound Coulomb elements between charge distributions by diagonal ones. Such an estimate does not carry over to the present model: for a finite set of classical point charges with self-interaction deleted, it is zero and would discard every interaction.

## Charges, forms and the Coulomb matrix

The sites are labelled by a finite type `ι`, and a charge vector is a function `ι → ℝ`.

```lean
import Mathlib

open Matrix

namespace ZeroDiagonalCoulomb

noncomputable section

variable {ι : Type*} [Fintype ι] [DecidableEq ι]
```

For a real matrix $M$ and charges $q$, the quadratic form is

$$
q^{T}Mq=\sum_{i,j}q_iM_{ij}q_j .
$$

The sum runs over ordered pairs, so for a Coulomb matrix without self-interaction it is twice the electrostatic energy. The factor does not affect signs. In Lean, `*ᵥ` applies the matrix to a vector and `⬝ᵥ` is the dot product.

```lean
/-- The quadratic form `qᵀ M q` of an interaction matrix `M` in the charges `q`. -/
def chargeForm (M : Matrix ι ι ℝ) (q : ι → ℝ) : ℝ := q ⬝ᵥ (M *ᵥ q)
```

The test vectors are $q=e_i+s\,e_j$, where $e_i$ is a unit charge on site $i$ and $s$ is a real number. If $i=j$, the two charges add up to $1+s$ on one site.

```lean
/-- A unit charge on site `i` together with a charge `s` on site `j`. -/
def pairCharge (i j : ι) (s : ℝ) : ι → ℝ := Pi.single i 1 + Pi.single j s
```

Indefinite means that the form takes a strictly positive value at some vector and a strictly negative value at another.

```lean
/-- An interaction matrix is indefinite if its quadratic form takes a strictly positive
and a strictly negative value. -/
def Indefinite (M : Matrix ι ι ℝ) : Prop :=
  (∃ x, 0 < chargeForm M x) ∧ (∃ y, chargeForm M y < 0)
```

For positions $r_i$ in three-dimensional Euclidean space, the Coulomb matrix is

$$
C_{ii}=0,\qquad C_{ij}=\frac{1}{|r_i-r_j|}\quad(i\neq j).
$$

The zero diagonal is a postulate of the model. It stands for the usual removal of the infinite energy of a point charge in its own field. The entries belong to unit charges; actual magnitudes and signs enter through $q$.

```lean
/-- The Coulomb matrix of unit point charges at positions `r` in space (atomic units),
with the self-interaction deleted. -/
def coulomb (r : ι → EuclideanSpace ℝ (Fin 3)) : Matrix ι ι ℝ :=
  Matrix.of fun i j => if i = j then 0 else 1 / dist (r i) (r j)
```

## Two charges expose one matrix element

Bilinearity gives, for any real $M$,

$$
\begin{aligned}
(e_i+s e_j)^{T}M(e_i+s e_j)
&=e_i^{T}Me_i+s\,e_i^{T}Me_j+s\,e_j^{T}Me_i+s^2e_j^{T}Me_j\\
&=M_{ii}+s\,(M_{ij}+M_{ji})+s^2M_{jj}.
\end{aligned}
$$

The outer terms are self-interactions and the middle one is the mutual interaction. The proof follows the same route: `simp only` distributes the products over the two charges and evaluates them on single sites, and `ring` collects the terms.

```lean
/-- The quadratic form of a pair of charges consists of two self-interaction terms
and the two cross terms. -/
theorem chargeForm_pairCharge (M : Matrix ι ι ℝ) (i j : ι) (s : ℝ) :
    chargeForm M (pairCharge i j s) = M i i + s * (M i j + M j i) + s ^ 2 * M j j := by
  simp only [chargeForm, pairCharge, Matrix.mulVec_add, add_dotProduct, dotProduct_add,
    single_dotProduct, Matrix.mulVec, dotProduct_single]
  ring
```

This expansion also shows where the Schwarz inequality comes from. If $M$ is symmetric and its form is never negative, then $M_{ii}+2sM_{ij}+s^2M_{jj}\ge 0$ for all real $s$, which forces $M_{ij}^2\le M_{ii}M_{jj}$; this implication is background and is not formalised here.

## Both signs from one nonzero element

Let $M$ be symmetric and nonzero, with $M_{ii}=0$ for all $i$. Some element $m=M_{ij}$ is nonzero, and symmetry gives $M_{ji}=m$. The expansion reduces to

$$
(e_i+s e_j)^{T}M(e_i+s e_j)=2sm .
$$

Taking $s=m$ gives $2m^2>0$, and taking $s=-m$ gives $-2m^2<0$. Letting $s$ follow the element avoids a case distinction on the sign of $m$.

In the theorem, `hS` is the symmetry, `hD` the zero diagonal and `hM` the condition that the matrix is not zero. The step `hex` finds the nonzero element by contradiction: if there were none, $M$ would vanish entry by entry. After the expansion has been rewritten with `hD` and `hsymm`, `nlinarith` obtains each sign from $m^2>0$. A single site gives no example, since its zero-diagonal matrix is zero.

```lean
/-- A nonzero real symmetric matrix with zero diagonal is indefinite: there are vectors
`x` and `y` with `xᵀ M x > 0` and `yᵀ M y < 0`. -/
theorem indefinite_of_zero_diagonal (M : Matrix ι ι ℝ) (hS : M.IsSymm)
    (hD : ∀ i, M i i = 0) (hM : M ≠ 0) : Indefinite M := by
  -- some pair of sites interacts
  have hex : ∃ i j, M i j ≠ 0 := by
    by_contra h
    apply hM
    ext i j
    by_contra hij
    exact h ⟨i, j, hij⟩
  obtain ⟨i, j, hij⟩ := hex
  have hsymm : M j i = M i j := hS.apply i j
  have hpos : 0 < M i j ^ 2 := by positivity
  -- the sign of the second charge decides the sign of the form
  refine ⟨⟨pairCharge i j (M i j), ?_⟩, ⟨pairCharge i j (-M i j), ?_⟩⟩
  · rw [chargeForm_pairCharge, hD i, hD j, hsymm]
    nlinarith
  · rw [chargeForm_pairCharge, hD i, hD j, hsymm]
    nlinarith
```

## A zero diagonal makes the Schwarz bound zero

The diagonal Schwarz estimate for a matrix reads

$$
|M_{ij}|\le\sqrt{M_{ii}}\,\sqrt{M_{jj}} .
$$

With zero diagonal the right-hand side is $0$, so the estimate says $|M_{ij}|\le 0$, that is, $M_{ij}=0$. If it holds for all pairs, the matrix vanishes. Conversely, the zero matrix satisfies it as $0\le 0$. The two directions of the proof are these two observations, and neither uses symmetry.

```lean
omit [Fintype ι] [DecidableEq ι] in
/-- For a matrix with zero diagonal, the diagonal Schwarz estimate holds for all elements
if and only if the matrix vanishes. -/
theorem schwarz_iff_eq_zero (M : Matrix ι ι ℝ) (hD : ∀ i, M i i = 0) :
    (∀ i j, |M i j| ≤ √(M i i) * √(M j j)) ↔ M = 0 := by
  constructor
  · intro h
    ext i j
    have hij := h i j
    rw [hD i, hD j, Real.sqrt_zero, mul_zero] at hij
    exact abs_eq_zero.mp (le_antisymm hij (abs_nonneg _))
  · intro h i j
    simp [h]
```

## An antisymmetric matrix has no sign to show

Symmetry enters the indefiniteness argument through $M_{ij}+M_{ji}=2m$. For an antisymmetric matrix this sum is zero. The smallest nonzero example is

$$
A=\begin{pmatrix}0&1\\-1&0\end{pmatrix},\qquad
x^{T}Ax=x_0x_1-x_1x_0=0 .
$$

The theorem records three facts: $A$ is nonzero, its diagonal is zero, and its form vanishes on every vector. The first is read off from the element in row 0 and column 1, the second is checked for both indices, and the third follows by writing out the sums and applying `ring`. Together they show that the symmetry hypothesis of the indefiniteness theorem cannot simply be dropped.

```lean
/-- This nonzero antisymmetric matrix has zero diagonal, and its quadratic form vanishes on every
vector. -/
theorem antisymmetric_form_vanishes :
    (!![0, 1; -1, 0] : Matrix (Fin 2) (Fin 2) ℝ) ≠ 0 ∧
    (∀ i, (!![0, 1; -1, 0] : Matrix (Fin 2) (Fin 2) ℝ) i i = 0) ∧
    ∀ x, chargeForm !![0, 1; -1, 0] x = 0 := by
  refine ⟨?_, ?_, ?_⟩
  · intro h
    have h01 := congrFun (congrFun h 0) 1
    simp at h01
  · intro i
    fin_cases i <;> simp
  · intro x
    simp [chargeForm, Matrix.mulVec, dotProduct, Fin.sum_univ_two]
    ring
```

## The Coulomb form of two charges

For two different sites with $R=|r_i-r_j|$, the expansion becomes

$$
(e_i+s e_j)^{T}C(e_i+s e_j)=0+s\left(\frac1R+\frac1R\right)+0=\frac{2s}{R},
$$

which recovers the opening example with $q_0=1$ and $q_1=s$. The proof inserts the matrix elements and uses the symmetry of distance. The hypothesis `hij` separates the labels, not the positions; if the positions coincide, Lean's convention $1/0=0$ makes both sides zero, and the equation has no physical content.

```lean
/-- With self-interaction deleted, a unit charge and a charge `s` on two different sites
give the Coulomb form `2 s / R`, where `R` is their distance. -/
theorem coulomb_pair (r : ι → EuclideanSpace ℝ (Fin 3)) {i j : ι} (hij : i ≠ j) (s : ℝ) :
    chargeForm (coulomb r) (pairCharge i j s) = 2 * s / dist (r i) (r j) := by
  rw [chargeForm_pairCharge]
  simp only [coulomb, Matrix.of_apply, if_true, if_neg hij, if_neg hij.symm,
    dist_comm (r j) (r i)]
  ring
```

The Schwarz comparison therefore assumes different positions, $r_i\neq r_j$. Then $R>0$, and

$$
\sqrt{C_{ii}}\,\sqrt{C_{jj}}=0<\frac1R=C_{ij}.
$$

The supposed upper bound lies below the element for every such pair, however close or distant the charges are. In the proof, different positions imply different labels (`hij`) and a positive distance (`hd`), from which `positivity` gives the sign of the element.

```lean
omit [Fintype ι] in
/-- For any two charges at different positions, the diagonal Schwarz bound is zero while
the Coulomb element it should bound is strictly positive. -/
theorem coulomb_schwarz_fails (r : ι → EuclideanSpace ℝ (Fin 3)) {i j : ι}
    (hr : r i ≠ r j) :
    √(coulomb r i i) * √(coulomb r j j) = 0 ∧ 0 < coulomb r i j := by
  have hij : i ≠ j := fun h => hr (congrArg r h)
  have hd : 0 < dist (r i) (r j) := dist_pos.mpr hr
  constructor
  · simp [coulomb]
  · simp only [coulomb, Matrix.of_apply, if_neg hij]
    positivity
```

## Two or more charges at distinct positions

It remains to check that a Coulomb matrix satisfies the conditions of the general theorem. It is symmetric because $|r_i-r_j|=|r_j-r_i|$, and its diagonal is zero by definition. With at least two sites at distinct positions, some element $1/|r_i-r_j|$ is positive, so the matrix is not zero. Hence it is indefinite.

The assumption `Nontrivial ι` supplies two different sites, and `Function.Injective r` says that no two sites share a position. The three bullets of the proof are the three conditions in the order just given; the last takes its positive element from the Schwarz comparison.

```lean
/-- The Coulomb matrix of two or more point charges at distinct positions, with
self-interaction deleted, is indefinite. -/
theorem coulomb_indefinite [Nontrivial ι] (r : ι → EuclideanSpace ℝ (Fin 3))
    (hr : Function.Injective r) : Indefinite (coulomb r) := by
  apply indefinite_of_zero_diagonal
  · -- distance is symmetric
    ext i j
    simp only [Matrix.transpose_apply, coulomb, Matrix.of_apply, eq_comm (a := j) (b := i),
      dist_comm (r j) (r i)]
  · intro i
    simp [coulomb]
  · -- two distinct sites give a nonzero element
    intro h
    obtain ⟨i, j, hij⟩ := exists_pair_ne ι
    have hpos := (coulomb_schwarz_fails r (hr.ne hij)).2
    rw [h] at hpos
    simp at hpos

end

end ZeroDiagonalCoulomb
```

## Three charges on a line

Put sites 0, 1 and 2 at $0$, $1$ and $3$ bohr on a line. The distances are $1$, $3$ and $2$ bohr, so

$$
C=\begin{pmatrix}0&1&1/3\\1&0&1/2\\1/3&1/2&0\end{pmatrix}.
$$

For the pair $(0,2)$ the element is $m=1/3$. The charges $(1,0,1/3)$ give $2m^2=2/9$, and $(1,0,-1/3)$ give $-2/9$. Vectors that occupy all sites show both signs too:

$$
\begin{aligned}
q=(1,1,1):&\quad 2\left(1+\tfrac13+\tfrac12\right)=\tfrac{11}{3},\\
q=(1,-1,1):&\quad 2\left(-1+\tfrac13-\tfrac12\right)=-\tfrac73 .
\end{aligned}
$$

All three Schwarz bounds are $0$, while the elements are $1$, $1/3$ and $1/2$.

## Charges of finite width

A different model would replace each point charge by a normalised Gaussian charge distribution and keep its self-interaction, which is then finite and positive. The diagonal would no longer vanish, so the results above that rely on a zero diagonal would not apply. The matrix would be positive semidefinite, and the Schwarz estimate would be valid. One way to formalise that model is to define the Coulomb integrals and prove that the Coulomb energy of a charge density is not negative; neither is done here, where the point-charge model is built from distances and finite sums.

```lean
#print axioms ZeroDiagonalCoulomb.indefinite_of_zero_diagonal
#print axioms ZeroDiagonalCoulomb.antisymmetric_form_vanishes
#print axioms ZeroDiagonalCoulomb.coulomb_pair
#print axioms ZeroDiagonalCoulomb.coulomb_indefinite
```

```
'ZeroDiagonalCoulomb.indefinite_of_zero_diagonal' depends on axioms: [propext, Classical.choice, Quot.sound]
'ZeroDiagonalCoulomb.antisymmetric_form_vanishes' depends on axioms: [propext, Classical.choice, Quot.sound]
'ZeroDiagonalCoulomb.coulomb_pair' depends on axioms: [propext, Classical.choice, Quot.sound]
'ZeroDiagonalCoulomb.coulomb_indefinite' depends on axioms: [propext, Classical.choice, Quot.sound]
```
